# With a nowhere-zero real trial function that is even or odd under each symmetry operation, the lowest lattice fixed-node level bounds the lowest energy of that symmetry sector from above

Take two sites with hopping \(H(1,2)=H(2,1)=-t\), \(t>0\), zero diagonal, and the odd trial function \(\psi=(1,-1)\). The fixed-node rule deletes the hop and adds \(t\) to each diagonal entry, so \(H_{FN}=t\,I\). Its lowest level \(t\) is degenerate: \((1,0)\) is a ground state without parity, while \((1,-1)/\sqrt2\) is odd, and the odd level of \(H\) is also \(t\). I believe this is general: if a finite group preserves a real symmetric \(H\) on finitely many configurations and a nowhere-zero \(\psi\) only changes sign under it, the lowest level of \(H_{FN}\) has an eigenvector with the symmetry of \(\psi\) and lies at or above the lowest level of \(H\) with that symmetry. Can this be proved rigorously, degeneracy included, and machine-checked?

## Take absolute values relative to ψ, then sum over the group

Yes. Let a finite group \(G\) act on a finite nonempty set \(X\), let \(H\) be real symmetric and \(\psi\) real and nowhere zero, with \(H(gx,gy)=H(x,y)\) and \(\psi(gx)=c(g)\psi(x)\) for real numbers \(c(g)\). Let \(P\) be the set of ordered pairs \(x\ne y\) with \(\psi(x)H(x,y)\psi(y)>0\). Then \(A=H_{FN}\) vanishes on \(P\), equals \(H\) on the other off-diagonal pairs, and has
\[A(x,x)=H(x,x)+\sum_{y:(x,y)\in P}H(x,y)\,\psi(y)/\psi(x).\]

1. From \(g^{|G|}=1\) follows \(\psi(x)=c(g)^{|G|}\psi(x)\), so \(c(g)=\pm1\).
2. Under \(g\), the product \(\psi(x)H(x,y)\psi(y)\) gains \(c(g)^2=1\) and the ratio \(\psi(y)/\psi(x)\) is unchanged, so \(A(gx,gy)=A(x,y)\). Since \(H\) is symmetric, \(P\) is closed under swapping \(x\) and \(y\), so \(A\) is symmetric; by construction \(\psi(x)A(x,y)\psi(y)\le0\) for \(x\ne y\).
3. Let \(u=\psi a\) be an eigenvector for the lowest eigenvalue \(E\) of \(A\); set \(f=|a|\), \(w=\psi f\). Then \(w(x)^2=u(x)^2\) and
\[\langle w,Aw\rangle-\langle u,Au\rangle=\sum_{x\ne y}\psi(x)A(x,y)\psi(y)\,\bigl(|a(x)||a(y)|-a(x)a(y)\bigr)\le0 .\]
4. With \(r=Aw-Ew\) and any real \(s\), \(0\le\langle w-sr,(A-E)(w-sr)\rangle\le-2s\langle r,r\rangle+s^2\langle r,(A-E)r\rangle\). Small positive \(s\) forces \(r=0\).
5. The translate \(\psi(x)f(gx)=w(gx)/c(g)\) is an eigenvector for \(E\) by step 2. The sum \(v(x)=\psi(x)\sum_g f(gx)\) obeys \(v(hx)=c(h)v(x)\) for \(h\in G\), by relabelling \(g\to gh\), and \(v\neq0\) because \(f\ge0\) and \(f\not\equiv0\). Your \(u=(1,0)\) gives \(v=(1,-1)\).
6. Pairing \((x,y)\) with \((y,x)\),
\[\langle v,(A-H)v\rangle=\tfrac12\sum_{(x,y)\in P}\psi(x)H(x,y)\psi(y)\Bigl(\tfrac{v(x)}{\psi(x)}-\tfrac{v(y)}{\psi(y)}\Bigr)^2\ge0 .\]
7. \(H\) preserves the sector \(\{v: v(gx)=c(g)v(x)\}\), so it has a lowest level \(E_c\) there, and \(E_c\langle v,v\rangle\le\langle v,Hv\rangle\le E\langle v,v\rangle\).

```lean
import Mathlib

open Matrix Finset

namespace FixedNodeSector

noncomputable section

variable {X G : Type*} [Fintype X] [Group G] [MulAction G X]

/-- Sign-flip potential: sum of `H(x,y)ψ(y)/ψ(x)` over `y ≠ x` with `ψ(x)H(x,y)ψ(y) > 0`. -/
def signFlip [DecidableEq X] (H : Matrix X X ℝ) (ψ : X → ℝ) (x : X) : ℝ :=
  ∑ y, if y ≠ x ∧ 0 < ψ x * H x y * ψ y then H x y * ψ y / ψ x else 0

/-- Fixed-node Hamiltonian: sign-violating hops are deleted and the sign-flip potential
is added to the diagonal. -/
def fixedNode [DecidableEq X] (H : Matrix X X ℝ) (ψ : X → ℝ) : Matrix X X ℝ :=
  Matrix.of fun x y =>
  if x = y then H x x + signFlip H ψ x else if 0 < ψ x * H x y * ψ y then 0 else H x y

/-- Symmetry sector: wave functions with `v(gx) = c(g) v(x)`. -/
def sector (X : Type*) [MulAction G X] (c : G → ℝ) : Submodule ℝ (X → ℝ) where
  carrier := {v | ∀ g x, v (g • x) = c g * v x}
  add_mem' := fun ha hb g x => by simp only [Pi.add_apply, ha g x, hb g x]; ring
  zero_mem' := fun g x => by simp
  smul_mem' := fun s v hv g x => by simp only [Pi.smul_apply, smul_eq_mul, hv g x]; ring

/-- Eigenvalues of `A` having a nonzero eigenvector in the subspace `S`. -/
def levels (A : Matrix X X ℝ) (S : Submodule ℝ (X → ℝ)) : Set ℝ :=
  {μ | ∃ v ∈ S, v ≠ 0 ∧ A *ᵥ v = μ • v}

/-- If `ψ(gx) = c(g) ψ(x)` for a finite group and `ψ` is nonzero somewhere, then `c(g) = ±1`. -/
theorem sign_of_covariant {X : Type*} [MulAction G X] [Fintype G] {ψ : X → ℝ} {c : G → ℝ}
    (hψ : ∀ g x, ψ (g • x) = c g * ψ x) {x : X} (hx : ψ x ≠ 0) (g : G) :
    c g = 1 ∨ c g = -1 := by
  have h : ∀ n : ℕ, ψ (g ^ n • x) = c g ^ n * ψ x := by
    intro n
    induction n with
    | zero => simp
    | succ n ih => rw [pow_succ', mul_smul, hψ, ih]; ring
  have h1 := h (Fintype.card G)
  rw [pow_card_eq_one, one_smul] at h1
  have h2 : c g ^ Fintype.card G = 1 := mul_right_cancel₀ hx (by rw [← h1, one_mul])
  have h3 : |c g| ^ Fintype.card G = 1 := by rw [← abs_pow, h2, abs_one]
  exact (abs_eq zero_le_one).1
    ((pow_eq_one_iff_of_nonneg (abs_nonneg _) Fintype.card_ne_zero).1 h3)

/-- For symmetric `A`: on an invariant subspace where `E` bounds the Rayleigh quotient from below, a
vector saturating the bound satisfies `A u = E u`. -/
theorem eigen_of_min {A : Matrix X X ℝ} (hA : A.IsSymm) {S : Submodule ℝ (X → ℝ)}
    (hS : ∀ v ∈ S, A *ᵥ v ∈ S) {E : ℝ} (hmin : ∀ w ∈ S, E * (w ⬝ᵥ w) ≤ w ⬝ᵥ A *ᵥ w)
    {u : X → ℝ} (huS : u ∈ S) (hu : u ⬝ᵥ A *ᵥ u ≤ E * (u ⬝ᵥ u)) : A *ᵥ u = E • u := by
  obtain ⟨r, hr⟩ : ∃ r, r = A *ᵥ u - E • u := ⟨_, rfl⟩
  have hrS : r ∈ S := by rw [hr]; exact S.sub_mem (hS u huS) (S.smul_mem E huS)
  have hAu : A *ᵥ u = r + E • u := by rw [hr]; abel
  have hs : u ⬝ᵥ A *ᵥ r = r ⬝ᵥ A *ᵥ u := by
    rw [Matrix.dotProduct_mulVec, ← Matrix.mulVec_transpose, hA.eq, dotProduct_comm]
  have h1 : r ⬝ᵥ A *ᵥ u = r ⬝ᵥ r + E * (r ⬝ᵥ u) := by
    rw [hAu, dotProduct_add, dotProduct_smul, smul_eq_mul]
  -- vary `u` along the residual `r`
  have key : ∀ t : ℝ, 2 * t * (r ⬝ᵥ r) ≤ t ^ 2 * (r ⬝ᵥ A *ᵥ r - E * (r ⬝ᵥ r)) := by
    intro t
    have h := hmin (u - t • r) (S.sub_mem huS (S.smul_mem t hrS))
    simp only [mulVec_sub, mulVec_smul, sub_dotProduct, dotProduct_sub, smul_dotProduct,
      dotProduct_smul, smul_eq_mul] at h
    rw [hs, h1, dotProduct_comm u r] at h
    nlinarith [h, hu]
  have aux : ∀ a b : ℝ, 0 ≤ b → (∀ t, 2 * t * a ≤ t ^ 2 * b) → a = 0 := by
    intro a b hb h
    obtain ⟨t, ht⟩ : ∃ t, t * (b + 1) = a := ⟨a / (b + 1), div_mul_cancel₀ _ (by positivity)⟩
    subst ht
    have h2 : t ^ 2 ≤ 0 := by nlinarith [mul_nonneg (sq_nonneg t) hb, h t]
    rw [(pow_eq_zero_iff two_ne_zero).1 (le_antisymm h2 (sq_nonneg t)), zero_mul]
  have h0 := dotProduct_self_eq_zero.1 (aux _ _ (sub_nonneg.2 (hmin r hrS)) key)
  rw [hAu, h0, zero_add]

/-- On a nonzero invariant subspace a symmetric matrix has a lowest level, which bounds
the Rayleigh quotient from below. -/
theorem exists_lowest {A : Matrix X X ℝ} (hA : A.IsSymm) {S : Submodule ℝ (X → ℝ)}
    (hS : ∀ v ∈ S, A *ᵥ v ∈ S) (hne : ∃ v ∈ S, v ≠ 0) :
    ∃ E, IsLeast (levels A S) E ∧ ∀ w ∈ S, E * (w ⬝ᵥ w) ≤ w ⬝ᵥ A *ᵥ w := by
  have pos : ∀ w : X → ℝ, w ≠ 0 → 0 < w ⬝ᵥ w := fun w hw =>
    lt_of_le_of_ne (sum_nonneg fun i _ => mul_self_nonneg (w i))
      (fun h => hw (dotProduct_self_eq_zero.1 h.symm))
  have nrm : ∀ w : X → ℝ, w ≠ 0 → ∃ s : ℝ, s * s * (w ⬝ᵥ w) = 1 ∧ (s • w) ⬝ᵥ (s • w) = 1 := by
    intro w hw
    have h : (√(w ⬝ᵥ w))⁻¹ * (√(w ⬝ᵥ w))⁻¹ * (w ⬝ᵥ w) = 1 := by
      rw [← mul_inv, Real.mul_self_sqrt (pos w hw).le, inv_mul_cancel₀ (pos w hw).ne']
    refine ⟨_, h, ?_⟩
    simp only [smul_dotProduct, dotProduct_smul, smul_eq_mul]
    linear_combination h
  have hc1 : Continuous fun v : X → ℝ => v ⬝ᵥ v := by simp only [dotProduct]; fun_prop
  have hc2 : Continuous fun v : X → ℝ => v ⬝ᵥ A *ᵥ v := by
    simp only [dotProduct, Matrix.mulVec]; fun_prop
  -- the unit sphere of `S` is compact
  have hK : IsCompact ((S : Set (X → ℝ)) ∩ {v | v ⬝ᵥ v = 1}) := by
    refine Metric.isCompact_of_isClosed_isBounded
      (S.closed_of_finiteDimensional.inter (isClosed_eq hc1 continuous_const))
      ((Metric.isBounded_closedBall (x := (0 : X → ℝ)) (r := 1)).subset fun v hv => ?_)
    rw [mem_closedBall_zero_iff, pi_norm_le_iff_of_nonneg zero_le_one]
    intro x
    have h1 : v ⬝ᵥ v = 1 := hv.2
    have h2 : v x * v x ≤ v ⬝ᵥ v :=
      single_le_sum (f := fun i => v i * v i) (fun i _ => mul_self_nonneg _) (mem_univ x)
    rw [Real.norm_eq_abs]
    exact abs_le_one_iff_mul_self_le_one.2 (h2.trans h1.le)
  obtain ⟨v, hv, hv0⟩ := hne
  obtain ⟨s, -, hs⟩ := nrm v hv0
  obtain ⟨u, ⟨huS, hu⟩, hmin⟩ := hK.exists_isMinOn ⟨s • v, S.smul_mem s hv, hs⟩ hc2.continuousOn
  have hu1 : u ⬝ᵥ u = 1 := hu
  have hb : ∀ w ∈ S, (u ⬝ᵥ A *ᵥ u) * (w ⬝ᵥ w) ≤ w ⬝ᵥ A *ᵥ w := by
    intro w hw
    by_cases h0 : w = 0
    · simp [h0]
    obtain ⟨s, h1, h2⟩ := nrm w h0
    have h : u ⬝ᵥ A *ᵥ u ≤ (s • w) ⬝ᵥ A *ᵥ (s • w) :=
      isMinOn_iff.1 hmin (s • w) ⟨S.smul_mem s hw, h2⟩
    simp only [mulVec_smul, smul_dotProduct, dotProduct_smul, smul_eq_mul] at h
    calc _ ≤ s * (s * (w ⬝ᵥ A *ᵥ w)) * (w ⬝ᵥ w) := mul_le_mul_of_nonneg_right h (pos w h0).le
      _ = _ := by linear_combination (w ⬝ᵥ A *ᵥ w) * h1
  refine ⟨u ⬝ᵥ A *ᵥ u, ⟨⟨u, huS, ?_, eigen_of_min hA hS hb huS (by rw [hu1, mul_one])⟩, ?_⟩, hb⟩
  · rintro rfl
    simp at hu1
  · rintro μ ⟨w, hw, hw0, he⟩
    have h := hb w hw
    rw [he, dotProduct_smul, smul_eq_mul] at h
    exact le_of_mul_le_mul_right h (pos w hw0)

/-- A group-invariant Hamiltonian maps each symmetry sector into itself. -/
theorem mulVec_mem_sector {A : Matrix X X ℝ} (hinv : ∀ (g : G) x y, A (g • x) (g • y) = A x y)
    (c : G → ℝ) : ∀ v ∈ sector X c, A *ᵥ v ∈ sector X c := by
  intro v hv g x
  have hv' : ∀ y, v (g • y) = c g * v y := hv g
  show ∑ y, A (g • x) y * v y = c g * ∑ y, A x y * v y
  rw [← Equiv.sum_comp (MulAction.toPerm g), mul_sum]
  refine sum_congr rfl fun y _ => ?_
  simp only [MulAction.toPerm_apply, hinv, hv']
  ring

/-- If `ψ` is nowhere zero with `ψ(gx) = c(g) ψ(x)` and an invariant symmetric `A` has
`ψ(x)A(x,y)ψ(y) ≤ 0` off the diagonal, its lowest eigenvalue has an eigenvector in the sector of
`ψ`. -/
theorem symmetric_ground [Nonempty X] [Fintype G] {A : Matrix X X ℝ} (hA : A.IsSymm)
    (hinv : ∀ (g : G) x y, A (g • x) (g • y) = A x y) {ψ : X → ℝ} {c : G → ℝ}
    (h0 : ∀ x, ψ x ≠ 0) (hψ : ∀ g x, ψ (g • x) = c g * ψ x)
    (hoff : ∀ x y, x ≠ y → ψ x * A x y * ψ y ≤ 0) :
    ∃ E, IsLeast (levels A ⊤) E ∧ E ∈ levels A (sector X c) := by
  obtain ⟨E, hE, hmin⟩ := exists_lowest hA (S := ⊤) (fun _ _ => trivial)
    ⟨ψ, trivial, fun h => h0 (Classical.arbitrary X) (congrFun h _)⟩
  refine ⟨E, hE, ?_⟩
  obtain ⟨u, -, hu0, hu⟩ := hE.1
  obtain ⟨a, ha⟩ : ∃ a : X → ℝ, ∀ x, u x = ψ x * a x :=
    ⟨fun x => u x / ψ x, fun x => by have := h0 x; field_simp⟩
  obtain ⟨f, hf⟩ : ∃ f : X → ℝ, ∀ x, f x = |a x| := ⟨_, fun _ => rfl⟩
  obtain ⟨w, hw⟩ : ∃ w : X → ℝ, ∀ x, w x = ψ x * f x := ⟨_, fun _ => rfl⟩
  -- giving `u` the signs of `ψ` keeps the norm and does not raise the energy
  have hsq : ∀ x, w x * w x = u x * u x := fun x => by
    rw [hw, hf, ha]; linear_combination ψ x * ψ x * abs_mul_abs_self (a x)
  have hle : w ⬝ᵥ A *ᵥ w ≤ u ⬝ᵥ A *ᵥ u := by
    simp only [dotProduct, Matrix.mulVec, mul_sum]
    refine sum_le_sum fun x _ => sum_le_sum fun y _ => ?_
    by_cases h : x = y
    · subst h
      exact le_of_eq (by linear_combination A x x * hsq x)
    · have h1 : a x * a y ≤ |a x| * |a y| := by rw [← abs_mul]; exact le_abs_self _
      have h2 := mul_le_mul_of_nonpos_left h1 (hoff x y h)
      rw [hw x, hw y, hf x, hf y, ha x, ha y]
      nlinarith [h2]
  have hn : w ⬝ᵥ w = u ⬝ᵥ u := sum_congr rfl fun x _ => hsq x
  have he : A *ᵥ w = E • w := eigen_of_min hA (S := ⊤) (fun _ _ => trivial) hmin trivial
    (by rwa [hu, dotProduct_smul, smul_eq_mul, ← hn] at hle)
  -- each translate is again an eigenvector
  have shift : ∀ (g : G) x, ∑ y, A x y * (ψ y * f (g • y)) = E * (ψ x * f (g • x)) := by
    intro g x
    have hc : c g ≠ 0 := left_ne_zero_of_mul (by rw [← hψ g x]; exact h0 _)
    have h : ∑ y, A (g • x) y * w y = E * w (g • x) := congrFun he (g • x)
    rw [← Equiv.sum_comp (MulAction.toPerm g)] at h
    simp only [MulAction.toPerm_apply, hinv, hw, hψ] at h
    have h' : ∑ y, c g * (A x y * (ψ y * f (g • y))) = ∑ y, A x y * (c g * ψ y * f (g • y)) :=
      sum_congr rfl fun y _ => by ring
    apply mul_left_cancel₀ hc
    rw [mul_sum, h', h]; ring
  refine ⟨fun x => ψ x * ∑ g : G, f (g • x), fun h x => ?_, ?_, ?_⟩
  · have hs : ∑ g : G, f (g • h • x) = ∑ g : G, f (g • x) := by
      simp only [smul_smul]
      exact Equiv.sum_comp (Equiv.mulRight h) (fun g => f (g • x))
    show ψ (h • x) * ∑ g : G, f (g • h • x) = c h * (ψ x * ∑ g : G, f (g • x))
    rw [hψ, hs, mul_assoc]
  · obtain ⟨x, hx⟩ := Function.ne_iff.1 hu0
    have hx' : ψ x * a x ≠ 0 := by rw [← ha]; exact hx
    have hp : 0 < ∑ g : G, f (g • x) := sum_pos' (fun g _ => by rw [hf]; exact abs_nonneg _)
      ⟨1, mem_univ _, by rw [one_smul, hf]; exact abs_pos.2 (right_ne_zero_of_mul hx')⟩
    exact fun h => mul_ne_zero (h0 x) hp.ne' (congrFun h x)
  · funext x
    show ∑ y, A x y * (ψ y * ∑ g : G, f (g • y)) = E * (ψ x * ∑ g : G, f (g • x))
    simp only [mul_sum]
    rw [sum_comm]
    exact sum_congr rfl fun g _ => shift g x

/-- The fixed-node Hamiltonian inherits the invariance of `H` when `ψ` is covariant. -/
theorem fixedNode_invariant [DecidableEq X] [Fintype G] {H : Matrix X X ℝ}
    (hinv : ∀ (g : G) x y, H (g • x) (g • y) = H x y) {ψ : X → ℝ} {c : G → ℝ}
    (h0 : ∀ x, ψ x ≠ 0) (hψ : ∀ g x, ψ (g • x) = c g * ψ x) (g : G) (x y : X) :
    fixedNode H ψ (g • x) (g • y) = fixedNode H ψ x y := by
  have hc : c g * c g = 1 := by
    rcases sign_of_covariant hψ (h0 x) g with h | h <;> simp [h]
  have hc0 : c g ≠ 0 := left_ne_zero_of_mul (hc ▸ one_ne_zero)
  have key : ∀ z, ψ (g • x) * H (g • x) (g • z) * ψ (g • z) = ψ x * H x z * ψ z := fun z => by
    rw [hψ, hψ, hinv]; linear_combination ψ x * H x z * ψ z * hc
  have hV : signFlip H ψ (g • x) = signFlip H ψ x := by
    unfold signFlip
    rw [← Equiv.sum_comp (MulAction.toPerm g)]
    refine sum_congr rfl fun z _ => ?_
    have hq : H (g • x) (g • z) * ψ (g • z) / ψ (g • x) = H x z * ψ z / ψ x := by
      have := h0 x
      rw [hψ, hψ, hinv]; field_simp
    simp only [MulAction.toPerm_apply, key, hq, ne_eq, smul_left_cancel_iff]
  simp only [fixedNode, of_apply, key, hV, smul_left_cancel_iff]
  simp only [hinv]

/-- Auxiliary step, for symmetric `H` and nowhere-zero `ψ`: `⟨v, H v⟩ ≤ ⟨v, H_FN v⟩`. -/
theorem energy_le [DecidableEq X] {H : Matrix X X ℝ} (hH : H.IsSymm) {ψ : X → ℝ}
    (h0 : ∀ x, ψ x ≠ 0)
    (v : X → ℝ) : v ⬝ᵥ H *ᵥ v ≤ v ⬝ᵥ fixedNode H ψ *ᵥ v := by
  obtain ⟨T, hT⟩ : ∃ T : X → X → ℝ, ∀ x y, T x y = if y ≠ x ∧ 0 < ψ x * H x y * ψ y then
    v x ^ 2 * (H x y * ψ y / ψ x) - H x y * v x * v y else 0 := ⟨_, fun _ _ => rfl⟩
  have row : ∀ x, ∑ y, v x * (fixedNode H ψ x y * v y)
      = ∑ y, v x * (H x y * v y) + ∑ y, T x y := by
    intro x
    have h : ∀ y, v x * (fixedNode H ψ x y * v y) = v x * (H x y * v y)
        + (if x = y then v x ^ 2 * signFlip H ψ x else 0)
        - (if y ≠ x ∧ 0 < ψ x * H x y * ψ y then H x y * v x * v y else 0) := by
      intro y
      by_cases h : x = y
      · subst h
        simp only [fixedNode, of_apply, if_true, ne_eq, not_true, false_and, if_false]
        ring
      · simp only [fixedNode, of_apply, h, if_false, ne_eq, Ne.symm h, not_false_iff, true_and]
        split_ifs <;> ring
    rw [sum_congr rfl fun y _ => h y, sum_sub_distrib, sum_add_distrib, sum_ite_eq,
      if_pos (mem_univ x), signFlip, mul_sum, add_sub_assoc, ← sum_sub_distrib]
    congr 1
    refine sum_congr rfl fun y _ => ?_
    rw [hT]
    split_ifs <;> ring
  -- each sign-violating pair contributes a square
  have pair : ∀ x y, 0 ≤ T x y + T y x := by
    intro x y
    have hs : H y x = H x y := hH.apply x y
    have e : ψ y * H x y * ψ x = ψ x * H x y * ψ y := by ring
    rw [hT, hT, hs, e]
    by_cases h : y ≠ x ∧ 0 < ψ x * H x y * ψ y
    · rw [if_pos h, if_pos ⟨h.1.symm, h.2⟩]
      have hx := h0 x
      have hy := h0 y
      refine (mul_nonneg h.2.le (sq_nonneg (v x / ψ x - v y / ψ y))).trans (le_of_eq ?_)
      field_simp
      ring
    · rw [if_neg h, if_neg fun h' => h ⟨h'.1.symm, h'.2⟩, add_zero]
  have tot : 0 ≤ ∑ x, ∑ y, (T x y + T y x) := sum_nonneg fun x _ => sum_nonneg fun y _ => pair x y
  have sw : ∑ x, ∑ y, T y x = ∑ x, ∑ y, T x y := sum_comm
  simp only [sum_add_distrib] at tot
  simp only [dotProduct, Matrix.mulVec, mul_sum, row, sum_add_distrib]
  linarith

/-- Sector bound, for symmetric invariant `H` and nowhere-zero covariant `ψ`: the lowest eigenvalue
`E` of `H_FN` has an eigenvector in the sector of `ψ`, and the lowest eigenvalue `Ec` of `H` within
that sector satisfies `Ec ≤ E`. -/
theorem sector_bound [DecidableEq X] [Nonempty X] [Fintype G] {H : Matrix X X ℝ}
    (hH : H.IsSymm)
    (hinv : ∀ (g : G) x y, H (g • x) (g • y) = H x y) {ψ : X → ℝ} {c : G → ℝ}
    (h0 : ∀ x, ψ x ≠ 0) (hψ : ∀ g x, ψ (g • x) = c g * ψ x) :
    ∃ E Ec, IsLeast (levels (fixedNode H ψ) ⊤) E ∧ E ∈ levels (fixedNode H ψ) (sector X c) ∧
      IsLeast (levels H (sector X c)) Ec ∧ Ec ≤ E := by
  have hF : (fixedNode H ψ).IsSymm := by
    refine Matrix.IsSymm.ext fun x y => ?_
    by_cases h : x = y
    · rw [h]
    · have e : ψ y * H x y * ψ x = ψ x * H x y * ψ y := by ring
      simp only [fixedNode, of_apply, h, Ne.symm h, if_false, hH.apply x y, e]
  obtain ⟨E, hE, v, hv, hv0, he⟩ := symmetric_ground hF (fixedNode_invariant hinv h0 hψ) h0 hψ
    (fun x y h => by
      simp only [fixedNode, of_apply, h, if_false]
      split_ifs with hp
      · simp
      · exact not_lt.1 hp)
  obtain ⟨Ec, hEc, hmin⟩ := exists_lowest hH (mulVec_mem_sector hinv c) ⟨v, hv, hv0⟩
  refine ⟨E, Ec, hE, ⟨v, hv, hv0, he⟩, hEc, ?_⟩
  have h := (hmin v hv).trans (energy_le hH h0 v)
  rw [he, dotProduct_smul, smul_eq_mul] at h
  exact le_of_mul_le_mul_right h (lt_of_le_of_ne (sum_nonneg fun i _ => mul_self_nonneg (v i))
    (fun h => hv0 (dotProduct_self_eq_zero.1 h.symm)))

/-- All-to-all hopping `-1` between the orderings of three particles. -/
def hop : Matrix (Equiv.Perm (Fin 3)) (Equiv.Perm (Fin 3)) ℝ :=
  Matrix.of fun x y => if x = y then 0 else -1

/-- The sign of a permutation as a real number. -/
def sgn (x : Equiv.Perm (Fin 3)) : ℝ := ((Equiv.Perm.sign x : ℤˣ) : ℤ)

/-- `S₃` acting on itself with `H = hop`, `ψ = c = sgn` meets the hypotheses, and the hop
from the identity to a transposition is deleted in `H_FN`. -/
theorem sector_bound_witness : hop.IsSymm ∧
    (∀ g x y : Equiv.Perm (Fin 3), hop (g • x) (g • y) = hop x y) ∧ (∀ x, sgn x ≠ 0) ∧
    (∀ g x : Equiv.Perm (Fin 3), sgn (g • x) = sgn g * sgn x) ∧
    hop 1 (Equiv.swap 0 1) = -1 ∧ fixedNode hop sgn 1 (Equiv.swap 0 1) = 0 := by
  have h : (1 : Equiv.Perm (Fin 3)) ≠ Equiv.swap 0 1 := by decide
  have h1 : hop 1 (Equiv.swap 0 1) = -1 := by rw [hop, of_apply, if_neg h]
  have h01 : (0 : Fin 3) ≠ 1 := by decide
  have hs : ∀ x y, hop y x = hop x y := fun x y => by
    by_cases e : x = y
    · rw [e]
    · rw [hop, of_apply, of_apply, if_neg e, if_neg (Ne.symm e)]
  have h2 : sgn (Equiv.swap 0 1) = -1 := by
    rw [sgn, Equiv.Perm.sign_swap h01]; simp
  have h3 : sgn 1 = 1 := by simp [sgn]
  refine ⟨Matrix.IsSymm.ext hs,
    fun g x y => by simp [hop], fun x => by simp [sgn], fun g x => by simp [sgn], h1, ?_⟩
  simp only [fixedNode, of_apply, h, if_false, h1, h2, h3]
  norm_num

end

end FixedNodeSector
```

```lean
#print axioms FixedNodeSector.sector_bound
-- 'FixedNodeSector.sector_bound' depends on axioms: [propext, Classical.choice, Quot.sound]
```

## What `sector_bound` states

`signFlip` is the added diagonal sum, `fixedNode H ψ` is \(H_{FN}\), `sector X c` is the subspace of step 7, and `levels A S` is the set of eigenvalues of `A` with a nonzero eigenvector in `S`; `⊤` is the whole space. Given symmetry `hH`, invariance `hinv`, no zeros `h0` and covariance `hψ`, there are `E` and `Ec` such that `E` is the least eigenvalue of \(H_{FN}\), has an eigenvector in the sector, `Ec` is the least eigenvalue of \(H\) in the sector, and `Ec ≤ E`. The function `c` is unconstrained; its values \(\pm1\) are derived. Uniqueness is not claimed, and other ground states may lie outside the sector, as \((1,0)\) does.

For fermions, \(G\) permutes particle labels and \(c\) is the permutation sign, so on a finite lattice with real \(H\) and an antisymmetric trial function with no zero on \(X\), the exact fixed-node eigenvalue is variational for the fermionic ground energy; sampling error, complex \(\psi\) and higher-dimensional representations are not treated. An odd permutation fixing \(x\) would force \(\psi(x)=0\), so `h0` requires Pauli-forbidden configurations to be left out of \(X\).

## How the lemmas carry the steps

`sign_of_covariant` is step 1, by induction on the power of \(g\). `eigen_of_min` is step 4: `key` is the quadratic inequality and `aux` extracts \(\langle r,r\rangle=0\). `exists_lowest` minimises \(\langle v,Av\rangle\) on the compact unit sphere `hK` of an invariant subspace, rescales to the Rayleigh bound `hb`, and applies `eigen_of_min`. `mulVec_mem_sector` and `fixedNode_invariant` reindex sums by `MulAction.toPerm g`. In `symmetric_ground`, which holds for any invariant symmetric matrix with the sign property `hoff` relative to a nowhere-zero covariant \(\psi\), `hle` and `he` are steps 3 and 4, `shift` handles the translates, and the three closing goals are covariance, nonvanishing and the eigenvalue equation. In `energy_le`, `row` isolates the terms `T x y` and `pair` writes `T x y + T y x` as the weighted square of step 6. `sector_bound` chains these as in step 7.

`sector_bound_witness` checks the hypotheses for \(S_3\) acting on itself with all-to-all hopping \(-1\) and \(\psi=c=\) `sgn`, and shows that the hop from the identity to `Equiv.swap 0 1` is deleted.

## A node on a site

Without `h0` the bound can fail. On a three-site chain with neighbour hopping \(-t\), \(t>0\), zero diagonal, reflection symmetry and \(\psi=(1,0,-1)\), the set \(P\) is empty, so \(H_{FN}=H\). Then \(E=-\sqrt2\,t\) belongs to an even state, while the odd state \((1,0,-1)/\sqrt2\) gives \(E_c=0>E\). The failure comes from keeping the middle site, where \(\psi\) vanishes, in \(X\): deleting it restores `h0` and gives \(E=E_c=0\). The two- and three-site examples are arithmetic in the prose and appear nowhere in the Lean code.
